# Kink Slope and Thermal Broadening Give the Same λ in a Second-Order Electron–Phonon Model

A: Take electrons near the Fermi level of a metal, coupled to finitely many phonons with energies \(W_j>0\) and weights \(a_j>0\), and set \(\lambda=2\sum_j a_j/W_j\). In a second-order model with a wide band of constant density of states, the bare band energy belonging to a quasiparticle energy \(w\) at zero temperature is

\[
\varepsilon(w)=w-\sum_j a_j\ln\left|\frac{w-W_j}{w+W_j}\right| .
\]

It increases strictly while \(|w|\) is below every \(W_j\), and its slope at \(w=0\) is \(1+\lambda\). The scattering rate \(\Gamma(w,T)\), at fixed \(w\) and growing temperature \(T\), obeys \(\Gamma/T\to2\pi\lambda\). Energies are measured from the Fermi level, with \(\hbar=k_B=1\).

Q: Photoemission measures peaks. Which physical quantities do your symbols stand for?

A: At low temperature the peak position is meant to be \(w\); at high temperature the peak's full energy width is meant to be \(\Gamma\). (At low temperature the energy width would be \(\Gamma\) divided by the slope of \(\varepsilon\).) The weights are those of a discrete Eliashberg function, \(\alpha^2F(\Omega)=\sum_j a_j\,\delta(\Omega-W_j)\). In the code `W` is a phonon energy, not a bandwidth, and `coupling` is \(\lambda\). The index type `ι` labels the phonons and is finite.

In Lean 4 with Mathlib:

```lean
import Mathlib

open Real Filter Topology

namespace PhotoemissionKink

noncomputable section

variable {ι : Type*} [Fintype ι]

/-- Electron-phonon coupling constant `λ = 2 ∑ a_j / W_j`, for nonzero phonon energies `W_j`. -/
def coupling (a W : ι → ℝ) : ℝ := 2 * ∑ j, a j / W j
```

The sum of logarithms is the real part of the zero-temperature self-energy, and subtracting it from \(w\) gives \(\varepsilon(w)\), called `bareEnergy`. This is the quasiparticle equation read from the dressed energy to the bare one.

```lean
/-- Real part of the zero-temperature self-energy, for `w` different from every `± W_j`. -/
def reSelfEnergy (a W : ι → ℝ) (w : ℝ) : ℝ :=
  ∑ j, a j * log |(w - W j) / (w + W j)|

/-- Bare band energy belonging to the quasiparticle energy `w`, for `w` different from
every `± W_j`. -/
def bareEnergy (a W : ι → ℝ) (w : ℝ) : ℝ := w - reSelfEnergy a W w
```

Q: And the rate?

A: It is postulated, in golden-rule form. Let \(n\) be the Bose function and \(f\) the Fermi function. For one phonon of energy \(W\), an electron at \(w\) leaves by emission or absorption, and a hole at \(w\) is filled by the reverse processes. The two contributions add up to

\[
\begin{aligned}
&(n+1)[1-f(w-W)]+n[1-f(w+W)]\\
&\quad+n f(w-W)+(n+1)f(w+W)\\
&=2n+1-f(w-W)+f(w+W)\\
&=2n+f(W+w)+f(W-w),
\end{aligned}
\]

where \(n=n(W)\) and the last line uses \(1-f(x)=f(-x)\). Weighting by \(a_j\), summing and multiplying by \(2\pi\) gives `rate`.

```lean
/-- Bose occupation of a mode of energy `x` at temperature `T`, for nonzero `x` and `T`. -/
def bose (T x : ℝ) : ℝ := 1 / (exp (x / T) - 1)

/-- Fermi occupation at energy `x` from the Fermi level and temperature `T ≠ 0`. -/
def fermi (T x : ℝ) : ℝ := 1 / (exp (x / T) + 1)

/-- Electron-phonon scattering rate at energy `w` and temperature `T`, for nonzero `T`
and nonzero phonon energies. -/
def rate (a W : ι → ℝ) (w T : ℝ) : ℝ :=
  2 * π * ∑ j, a j * (2 * bose T (W j) + fermi T (W j + w) + fermi T (W j - w))
```

Q: You could have picked the logarithm because it gives the slope you want.

A: It follows from the second-order energy denominators, at least for \(|w|<W_j\). Let the band run from \(-D\) to \(D\). Empty states contribute

\[
\int_0^D\frac{de}{w-e-W_j}=\ln(W_j-w)-\ln(D+W_j-w),
\]

and filled states contribute

\[
\int_{-D}^0\frac{de}{w-e+W_j}=\ln(D+W_j+w)-\ln(W_j+w).
\]

Their sum is

\[
\ln\frac{W_j-w}{W_j+w}+\ln\left(1+\frac{2w}{D+W_j-w}\right),
\]

and the second term vanishes as \(D\to\infty\). A short lemma first removes the absolute value inside the phonon window, that is, for \(|w|\) below the phonon energies; the monotonicity proof will use it.

```lean
/-- For `|w|` below the phonon energy `W`, the argument of the logarithm is `(W - w) / (W + w)`. -/
lemma abs_ratio {w W : ℝ} (h : |w| < W) : |(w - W) / (w + W)| = (W - w) / (W + w) := by
  obtain ⟨h1, h2⟩ := abs_lt.mp h
  rw [abs_div, abs_of_neg (by linarith : w - W < 0), abs_of_pos (by linarith : 0 < w + W),
    neg_sub, add_comm w W]
```

In the theorem, `i1` and `i2` are the two integrals, obtained from their antiderivatives after checking that no denominator vanishes. The argument of the cutoff logarithm tends to 1 by `hr`, and `hl` takes the logarithm of that limit.

```lean
/-- For `|w|` below all phonon energies, the second-order contributions of the empty and the filled
states of a flat band of half-width `D` add up to the self-energy as `D` grows. -/
theorem selfEnergy_wide_band (a W : ι → ℝ) {w : ℝ} (hw : ∀ j, |w| < W j) :
    Tendsto (fun D : ℝ => ∑ j, a j * ((∫ e in (0 : ℝ)..D, 1 / (w - e - W j)) +
      ∫ e in (-D)..(0 : ℝ), 1 / (w - e + W j))) atTop (𝓝 (reSelfEnergy a W w)) := by
  refine tendsto_finsetSum _ fun j _ => Tendsto.const_mul _ ?_
  obtain ⟨h1, h2⟩ := abs_lt.mp (hw j)
  -- the cutoff-dependent logarithm vanishes for a wide band
  have hr : Tendsto (fun D : ℝ => 1 + 2 * w / (D + (W j - w))) atTop (𝓝 (1 + 0)) :=
    tendsto_const_nhds.add
      ((tendsto_atTop_add_const_right _ _ tendsto_id).const_div_atTop _)
  have hl := (hr.log (by norm_num)).const_add (log |(w - W j) / (w + W j)|)
  rw [add_zero, log_one, add_zero] at hl
  refine hl.congr' ?_
  filter_upwards [eventually_ge_atTop (0 : ℝ)] with D hD
  have i1 : ∫ e in (0 : ℝ)..D, 1 / (w - e - W j) =
      -log (w - D - W j) - -log (w - 0 - W j) := by
    have hne : ∀ e ∈ Set.uIcc 0 D, w - e - W j ≠ 0 := by
      intro e he
      rw [Set.uIcc_of_le hD] at he
      have := he.1
      exact ne_of_lt (by linarith)
    refine intervalIntegral.integral_eq_sub_of_hasDerivAt
      (f := fun e => -log (w - e - W j)) (fun e he => ?_)
      (ContinuousOn.intervalIntegrable
        (ContinuousOn.div continuousOn_const (by fun_prop) hne))
    exact ((((hasDerivAt_id' e).const_sub w).sub_const (W j)).log (hne e he)).fun_neg.congr_deriv
      (by ring)
  have i2 : ∫ e in (-D)..(0 : ℝ), 1 / (w - e + W j) =
      -log (w - 0 + W j) - -log (w - -D + W j) := by
    have hne : ∀ e ∈ Set.uIcc (-D) 0, w - e + W j ≠ 0 := by
      intro e he
      rw [Set.uIcc_of_le (by linarith)] at he
      have := he.2
      exact ne_of_gt (by linarith)
    refine intervalIntegral.integral_eq_sub_of_hasDerivAt
      (f := fun e => -log (w - e + W j)) (fun e he => ?_)
      (ContinuousOn.intervalIntegrable
        (ContinuousOn.div continuousOn_const (by fun_prop) hne))
    exact ((((hasDerivAt_id' e).const_sub w).add_const (W j)).log (hne e he)).fun_neg.congr_deriv
      (by ring)
  have p : D + (W j - w) ≠ 0 := ne_of_gt (by linarith)
  have e1 : 1 + 2 * w / (D + (W j - w)) = (w - -D + W j) / (D + (W j - w)) := by
    rw [eq_div_iff p, add_mul, div_mul_cancel₀ _ p]
    ring
  have e2 : log (w - D - W j) = log (D + (W j - w)) := by
    rw [← log_neg_eq_log]
    congr 1
    ring
  rw [i1, i2, e1, e2, log_abs, log_div (ne_of_lt (by linarith)) (ne_of_gt (by linarith)),
    log_div (ne_of_gt (by linarith)) p, sub_zero]
  ring
```

Q: Is the relation between \(w\) and \(\varepsilon\) unambiguous?

A: Inside the window, yes: no two quasiparticle energies there share a bare energy. For \(x<y\) in the window,

\[
(W_j-y)(W_j+x)-(W_j-x)(W_j+y)=-2W_j(y-x)<0,
\]

so \((W_j-y)/(W_j+y)<(W_j-x)/(W_j+x)\). Each logarithm decreases, the self-energy does not increase, and \(w\) minus it increases strictly. Nonnegative weights suffice. In the proof `div_le_div_iff₀` cross-multiplies and `nlinarith` settles the resulting inequality.

```lean
/-- For nonnegative weights, the bare energy is strictly increasing in the quasiparticle
energy as long as the latter stays below all phonon energies in absolute value. -/
theorem bareEnergy_strictMonoOn (a W : ι → ℝ) (ha : ∀ j, 0 ≤ a j) :
    StrictMonoOn (bareEnergy a W) {w | ∀ j, |w| < W j} := by
  intro x hx y hy hxy
  have h : reSelfEnergy a W y ≤ reSelfEnergy a W x := by
    refine Finset.sum_le_sum fun j _ => mul_le_mul_of_nonneg_left ?_ (ha j)
    obtain ⟨x1, x2⟩ := abs_lt.mp (hx j)
    obtain ⟨y1, y2⟩ := abs_lt.mp (hy j)
    rw [abs_ratio (hx j), abs_ratio (hy j)]
    refine log_le_log (div_pos (by linarith) (by linarith)) ?_
    rw [div_le_div_iff₀ (by linarith) (by linarith)]
    nlinarith
  unfold bareEnergy
  linarith
```

Q: Where does \(1+\lambda\) come from?

A: From differentiating one logarithm:

\[
\frac{d}{dw}\ln\left|\frac{w-W_j}{w+W_j}\right|=\frac1{w-W_j}-\frac1{w+W_j}=-\frac{2W_j}{W_j^2-w^2}.
\]

Hence, away from every \(\pm W_j\),

\[
\varepsilon'(w)=1+\sum_j a_j\frac{2W_j}{W_j^2-w^2}.
\]

`HasDerivAt` states that the derivative exists and has this value. The proof differentiates term by term, and `field_simp` with `ring` does the algebra.

```lean
/-- Slope of the bare energy at every `w` different from all `± W_j`. -/
theorem hasDerivAt_bareEnergy (a W : ι → ℝ) {w : ℝ} (hw : ∀ j, w ≠ W j ∧ w ≠ -W j) :
    HasDerivAt (bareEnergy a W) (1 + ∑ j, a j * (2 * W j / (W j ^ 2 - w ^ 2))) w := by
  have h : ∀ j ∈ Finset.univ, HasDerivAt (fun x => a j * log |(x - W j) / (x + W j)|)
      (a j * -(2 * W j / (W j ^ 2 - w ^ 2))) w := by
    intro j _
    have m : w - W j ≠ 0 := sub_ne_zero.mpr (hw j).1
    have p : w + W j ≠ 0 := fun h => (hw j).2 (by linarith)
    simp only [log_abs]
    refine HasDerivAt.const_mul _ (((((hasDerivAt_id' w).sub_const (W j)).fun_div
      ((hasDerivAt_id' w).add_const (W j)) p).log (div_ne_zero m p)).congr_deriv ?_)
    rw [show W j ^ 2 - w ^ 2 = -((w - W j) * (w + W j)) by ring]
    field_simp
    ring
  refine ((hasDerivAt_id' w).fun_sub (HasDerivAt.fun_sum h)).congr_deriv ?_
  simp only [mul_neg, Finset.sum_neg_distrib, sub_neg_eq_add]
```

At \(w=0\) each summand becomes \(2a_j/W_j\), so the slope is \(1+\lambda\).

```lean
/-- At the Fermi level the slope of the bare energy is `1 + λ`, for positive phonon energies. -/
theorem slope_fermi_level (a W : ι → ℝ) (hW : ∀ j, 0 < W j) :
    HasDerivAt (bareEnergy a W) (1 + coupling a W) 0 := by
  refine (hasDerivAt_bareEnergy a W fun j =>
    ⟨(hW j).ne, fun h => by linarith [hW j]⟩).congr_deriv ?_
  rw [coupling, Finset.mul_sum]
  congr 1
  refine Finset.sum_congr rfl fun j _ => ?_
  have := (hW j).ne'
  rw [show W j ^ 2 - (0 : ℝ) ^ 2 = W j * W j by ring, mul_div_mul_right _ _ this]
  ring
```

Q: A slope at one point is not a kink.

A: The next theorem compares two energy ranges. If \(|w|\) is below all phonon energies, then \(0<W_j^2-w^2\le W_j^2\), each summand is at least \(2a_j/W_j\), and the slope is at least \(1+\lambda\). If \(|w|\) is above all of them, every denominator is negative and the slope is below 1. The theorem assumes positive weights and at least one phonon; without phonons the slope would be 1 everywhere. Nothing is claimed for energies between two phonons. Above the phonons the logarithmic formula is taken as the definition, because the integrals above would there need principal values.

```lean
/-- The kink: for positive weights, positive phonon energies and at least one phonon, the slope of
the bare energy at `w` is at least `1 + λ` if `|w|` is below all phonon energies, and less than `1`
if `|w|` is above all of them. -/
theorem kink [Nonempty ι] (a W : ι → ℝ) (ha : ∀ j, 0 < a j) (hW : ∀ j, 0 < W j) (w : ℝ) :
    ((∀ j, |w| < W j) → 1 + coupling a W ≤ deriv (bareEnergy a W) w) ∧
    ((∀ j, W j < |w|) → deriv (bareEnergy a W) w < 1) := by
  constructor
  · intro h
    rw [(hasDerivAt_bareEnergy a W fun j => ⟨(abs_lt.mp (h j)).2.ne,
      (abs_lt.mp (h j)).1.ne'⟩).deriv, coupling, Finset.mul_sum]
    refine add_le_add le_rfl (Finset.sum_le_sum fun j _ => ?_)
    have hp : 0 < W j ^ 2 - w ^ 2 := by nlinarith [h j, sq_abs w, abs_nonneg w]
    have hq : 2 / W j ≤ 2 * W j / (W j ^ 2 - w ^ 2) := by
      rw [div_le_div_iff₀ (hW j) hp]
      nlinarith [sq_nonneg w]
    calc 2 * (a j / W j) = a j * (2 / W j) := by ring
      _ ≤ _ := mul_le_mul_of_nonneg_left hq (ha j).le
  · intro h
    have hn : ∀ j, W j ^ 2 - w ^ 2 < 0 := fun j => by nlinarith [h j, hW j, sq_abs w]
    rw [(hasDerivAt_bareEnergy a W fun j =>
      ⟨fun e => by have := hn j; rw [e] at this; linarith,
       fun e => by have := hn j; rw [e, neg_sq] at this; linarith⟩).deriv]
    have hs : ∑ j, a j * (2 * W j / (W j ^ 2 - w ^ 2)) < ∑ _j : ι, (0 : ℝ) :=
      Finset.sum_lt_sum_of_nonempty Finset.univ_nonempty fun j _ =>
        mul_neg_of_pos_of_neg (ha j) (div_neg_of_pos_of_neg (by linarith [hW j]) (hn j))
    rw [Finset.sum_const_zero] at hs
    linarith
```

The two halves of the proof are these two sign arguments, summed over the modes.

Q: A measured band is plotted the other way round, as dressed energy against momentum.

A: Let \(E(x)\) be the dressed energy belonging to bare energy \(x\), so that \(\varepsilon(E(x))=x\) near \(x=0\). Differentiating at zero gives \((1+\lambda)E'(0)=1\), so \(E'(0)=1/(1+\lambda)\). With a bare band linear in momentum, this is the familiar reduction of the Fermi velocity. The theorem assumes that such an `E` is given, is continuous at 0 and has `E 0 = 0`; differentiability is a conclusion. The proof applies Mathlib's rule for local inverses, and nonnegative weights keep \(1+\lambda\) away from zero.

```lean
/-- A dressed band `E`, continuous at the Fermi level and passing through it, that solves the
quasiparticle equation nearby has slope `1 / (1 + λ)` against the bare energy there, for
nonnegative weights and positive phonon energies. -/
theorem dressed_band_slope (a W : ι → ℝ) (ha : ∀ j, 0 ≤ a j) (hW : ∀ j, 0 < W j)
    (E : ℝ → ℝ) (hc : ContinuousAt E 0) (h0 : E 0 = 0)
    (hE : ∀ᶠ x in 𝓝 0, bareEnergy a W (E x) = x) :
    HasDerivAt E (1 + coupling a W)⁻¹ 0 := by
  have hl : 0 ≤ coupling a W :=
    mul_nonneg (by norm_num) (Finset.sum_nonneg fun j _ => div_nonneg (ha j) (hW j).le)
  exact HasDerivAt.of_local_left_inverse hc (by rw [h0]; exact slope_fermi_level a W hW)
    (by linarith) hE
```

Q: Now the temperature. Why do the Fermi functions drop out?

A: They stay bounded while the Bose function grows. With \(t=1/T\),

\[
\frac{T}{n(W_j)}=\frac{e^{W_jt}-1}{t}\longrightarrow W_j\qquad(t\to0^+),
\]

because this is the difference quotient of \(e^{W_jt}\) at zero. So \(n(W_j)/T\to1/W_j\). The lemma takes that derivative, composes it with \(T\mapsto1/T\) and inverts.

```lean
/-- At high temperature the Bose occupation of a mode of nonzero energy `x` grows as `T / x`. -/
lemma bose_div_tendsto {x : ℝ} (hx : x ≠ 0) :
    Tendsto (fun T => bose T x / T) atTop (𝓝 x⁻¹) := by
  have hd : HasDerivAt (fun t : ℝ => exp (x * t)) x 0 := by
    simpa using ((hasDerivAt_id' (0 : ℝ)).const_mul x).exp
  have hi : Tendsto (fun T : ℝ => T⁻¹) atTop (𝓝[≠] 0) :=
    tendsto_nhdsWithin_iff.mpr ⟨tendsto_inv_atTop_zero, by
      filter_upwards [eventually_gt_atTop (0 : ℝ)] with T hT
      exact inv_ne_zero hT.ne'⟩
  refine ((hd.tendsto_slope_zero.comp hi).inv₀ hx).congr fun T => ?_
  simp only [Function.comp_apply, smul_eq_mul, inv_inv, zero_add, mul_zero, exp_zero,
    mul_inv, bose, div_eq_mul_inv, one_mul]
  ring
```

Since \(0<f\le1\), \(f/T\) lies between 0 and \(1/T\), and `squeeze_zero'` sends it to zero.

```lean
/-- The Fermi occupation divided by the temperature vanishes at high temperature. -/
lemma fermi_div_tendsto (x : ℝ) : Tendsto (fun T => fermi T x / T) atTop (𝓝 0) := by
  refine squeeze_zero' ?_ ?_ tendsto_inv_atTop_zero
  · filter_upwards [eventually_gt_atTop (0 : ℝ)] with T hT
    unfold fermi
    positivity
  · filter_upwards [eventually_gt_atTop (0 : ℝ)] with T hT
    have h : fermi T x ≤ 1 := by
      have := exp_pos (x / T)
      rw [fermi, div_le_one (by linarith)]
      linarith
    rw [div_eq_mul_inv]
    exact mul_le_of_le_one_left (inv_nonneg.mpr hT.le) h
```

Adding the modes gives

\[
\frac{\Gamma(w,T)}{T}\longrightarrow2\pi\sum_j a_j\left(\frac2{W_j}+0+0\right)=2\pi\lambda .
\]

The energy \(w\) is held fixed as \(T\) grows. The proof combines the single limits under the finite sum and then matches the result to `coupling`.

```lean
/-- At every fixed energy `w`, the scattering rate divided by the temperature tends to `2πλ`
at high temperature, for positive phonon energies. -/
theorem rate_div_tendsto (a W : ι → ℝ) (hW : ∀ j, 0 < W j) (w : ℝ) :
    Tendsto (fun T => rate a W w T / T) atTop (𝓝 (2 * π * coupling a W)) := by
  have h := (tendsto_finsetSum Finset.univ fun j _ =>
    ((((bose_div_tendsto (hW j).ne').const_mul 2).add (fermi_div_tendsto (W j + w))).add
      (fermi_div_tendsto (W j - w))).const_mul (a j)).const_mul (2 * π)
  have e : 2 * π * coupling a W = 2 * π * ∑ j, a j * (2 * (W j)⁻¹ + 0 + 0) := by
    rw [coupling, Finset.mul_sum]
    congr 1
    exact Finset.sum_congr rfl fun j _ => by ring
  rw [e]
  refine h.congr fun T => ?_
  rw [rate, mul_div_assoc, Finset.sum_div]
  congr 1
  exact Finset.sum_congr rfl fun j _ => by ring
```

Q: So what links the two measurements?

A: Dividing by \(2\pi\) and inserting \(\lambda=\varepsilon'(0)-1\) gives

\[
\frac{\Gamma(w,T)}{2\pi T}\longrightarrow\varepsilon'(0)-1 .
\]

The left side is a high-temperature width divided by \(2\pi T\), the right side a zero-temperature slope minus one. They agree because both reduce to the same sum \(2\sum_j a_j/W_j\); the weights and phonon energies are assumed not to change with temperature. The proof rewrites the slope with `slope_fermi_level` and rescales the previous limit.

```lean
/-- For positive phonon energies, the high-temperature limit of the scattering rate over `2πT`,
at any fixed energy `w`, equals the slope of the bare energy at the Fermi level minus one. -/
theorem broadening_eq_slope (a W : ι → ℝ) (hW : ∀ j, 0 < W j) (w : ℝ) :
    Tendsto (fun T => rate a W w T / (2 * π * T)) atTop
      (𝓝 (deriv (bareEnergy a W) 0 - 1)) := by
  have hp : 2 * π ≠ 0 := by positivity
  have h := (rate_div_tendsto a W hW w).div_const (2 * π)
  rw [mul_div_cancel_left₀ _ hp] at h
  rw [(slope_fermi_level a W hW).deriv, add_sub_cancel_left]
  refine h.congr fun T => ?_
  rw [div_div, mul_comm T]

end

end PhotoemissionKink
```

```lean
#print axioms PhotoemissionKink.bareEnergy_strictMonoOn
-- 'PhotoemissionKink.bareEnergy_strictMonoOn' depends on axioms: [propext, Classical.choice, Quot.sound]
#print axioms PhotoemissionKink.kink
-- 'PhotoemissionKink.kink' depends on axioms: [propext, Classical.choice, Quot.sound]
#print axioms PhotoemissionKink.dressed_band_slope
-- 'PhotoemissionKink.dressed_band_slope' depends on axioms: [propext, Classical.choice, Quot.sound]
#print axioms PhotoemissionKink.broadening_eq_slope
-- 'PhotoemissionKink.broadening_eq_slope' depends on axioms: [propext, Classical.choice, Quot.sound]
```

Q: What must I still accept before applying this to a spectrum?

A: That the measured peak position and width really are \(w\) and \(\Gamma\), and that the bare band is known: a spectrum shows only the dressed band, while the slope of \(\varepsilon\) compares the two. Impurities, electron–electron scattering and instrumental resolution also broaden a line, and no hypothesis here removes them. Within this second-order model, with a wide band of constant density of states and finitely many temperature-independent phonons, the result gives a consistency check on calculations: the \(\lambda\) from the zero-temperature slope at the Fermi level and the \(\lambda\) from the high-temperature limit of \(\Gamma/(2\pi T)\) must coincide.
